# Springs with positive constants resist every homogeneous strain exactly when their bond matrices span the symmetric matrices

Choosing the neighbour shells of a spring model for a crystal can include a rank check: write down the matrix $b b^{\mathsf T}$ for each bond vector $b$ and see whether these matrices span all symmetric matrices. If the springs are at rest length, their constants are positive and the bond ends follow the strain, the check decides whether every nonzero symmetric strain costs harmonic energy.

```lean
import Mathlib

open Matrix

namespace CentralForceRigidity

variable {n ι : Type*} [Fintype n] [Fintype ι]

/-- The stretch `b · e b` of a bond vector `b` under the strain `e`. -/
def stretch (e : Matrix n n ℝ) (b : n → ℝ) : ℝ := b ⬝ᵥ e *ᵥ b

/-- The harmonic energy of a strain `e`: the sum over bonds of spring constant times
squared stretch. -/
def energy (k : ι → ℝ) (b : ι → n → ℝ) (e : Matrix n n ℝ) : ℝ :=
  ∑ i, k i * stretch e (b i) ^ 2

/-- A bond network is rigid if every nonzero symmetric strain costs positive energy. -/
def IsRigid (k : ι → ℝ) (b : ι → n → ℝ) : Prop :=
  ∀ e : Matrix n n ℝ, e.IsSymm → e ≠ 0 → 0 < energy k b e

/-- The linear space of symmetric strains. -/
def symmetricStrains (n : Type*) : Submodule ℝ (Matrix n n ℝ) where
  carrier := {e | e.IsSymm}
  add_mem' := fun ha hb => Matrix.IsSymm.add ha hb
  zero_mem' := Matrix.transpose_zero
  smul_mem' := fun c _ h => Matrix.IsSymm.smul h c

/-- When a bond `b` is deformed to `b + t e b`, its squared length changes at `t = 0`
at the rate of twice the stretch. -/
theorem hasDerivAt_sq_length (e : Matrix n n ℝ) (b : n → ℝ) :
    HasDerivAt (fun t : ℝ => (b + t • (e *ᵥ b)) ⬝ᵥ (b + t • (e *ᵥ b)))
      (2 * stretch e b) 0 := by
  have h : (fun t : ℝ => (b + t • (e *ᵥ b)) ⬝ᵥ (b + t • (e *ᵥ b))) =
      fun t : ℝ => (b ⬝ᵥ b + t * (2 * stretch e b)) + t ^ 2 * ((e *ᵥ b) ⬝ᵥ (e *ᵥ b)) := by
    funext t
    simp only [stretch, add_dotProduct, dotProduct_add, smul_dotProduct, dotProduct_smul,
      smul_eq_mul, dotProduct_comm (e *ᵥ b) b]
    ring
  rw [h]
  exact ((((hasDerivAt_id' (0 : ℝ)).mul_const (2 * stretch e b)).const_add (b ⬝ᵥ b)).fun_add
    ((hasDerivAt_pow 2 (0 : ℝ)).mul_const ((e *ᵥ b) ⬝ᵥ (e *ᵥ b)))).congr_deriv (by simp)

/-- The stretch is the entrywise pairing of the strain with the bond matrix `b bᵀ`. -/
theorem stretch_eq_sum (e : Matrix n n ℝ) (b : n → ℝ) :
    stretch e b = ∑ p, ∑ q, e p q * (b p * b q) := by
  simp only [stretch, mulVec, dotProduct, Finset.mul_sum]
  refine Finset.sum_congr rfl fun p _ => Finset.sum_congr rfl fun q _ => ?_
  ring

/-- For positive spring constants, a network is rigid exactly when the only symmetric strain
that stretches no bond is zero. -/
theorem isRigid_iff_no_soft_strain {k : ι → ℝ} (hk : ∀ i, 0 < k i) (b : ι → n → ℝ) :
    IsRigid k b ↔
      ∀ e : Matrix n n ℝ, e.IsSymm → (∀ i, stretch e (b i) = 0) → e = 0 := by
  have hnn : ∀ (e : Matrix n n ℝ), ∀ i ∈ Finset.univ, 0 ≤ k i * stretch e (b i) ^ 2 :=
    fun e i _ => mul_nonneg (hk i).le (sq_nonneg _)
  constructor
  · intro h e he h0
    by_contra hne
    refine (h e he hne).ne' (Finset.sum_eq_zero fun i _ => ?_)
    rw [h0 i]
    ring
  · intro h e he hne
    refine lt_of_le_of_ne (Finset.sum_nonneg (hnn e)) fun h0 => hne (h e he fun i => ?_)
    -- a vanishing sum of nonnegative terms vanishes term by term
    have hi := (Finset.sum_eq_zero_iff_of_nonneg (hnn e)).1 h0.symm i (Finset.mem_univ i)
    exact (pow_eq_zero_iff two_ne_zero).1 ((mul_eq_zero.1 hi).resolve_left (hk i).ne')

/-- Every linear functional on matrices is represented, on symmetric matrices and up to a
factor two, by the entrywise pairing with a symmetric strain. -/
theorem exists_symm_representative (f : Matrix n n ℝ →ₗ[ℝ] ℝ) :
    ∃ e : Matrix n n ℝ, e.IsSymm ∧
      ∀ x : Matrix n n ℝ, x.IsSymm → ∑ p, ∑ q, e p q * x p q = 2 * f x := by
  classical
  have hf : ∀ x, f x = ∑ p, ∑ q, x p q * f (Matrix.single p q 1) := by
    intro x
    conv_lhs => rw [Matrix.matrix_eq_sum_single x]
    simp only [map_sum]
    refine Finset.sum_congr rfl fun p _ => Finset.sum_congr rfl fun q _ => ?_
    have h : Matrix.single p q (x p q) = x p q • Matrix.single p q (1 : ℝ) := by
      simp [Matrix.smul_single]
    rw [h, map_smul, smul_eq_mul]
  refine ⟨Matrix.of fun p q => f (Matrix.single p q 1) + f (Matrix.single q p 1),
    Matrix.IsSymm.ext fun p q => add_comm _ _, fun x hx => ?_⟩
  have h1 : ∑ p, ∑ q, f (Matrix.single p q 1) * x p q = f x := by
    rw [hf x]
    exact Finset.sum_congr rfl fun p _ => Finset.sum_congr rfl fun q _ => mul_comm _ _
  have h2 : ∑ p, ∑ q, f (Matrix.single q p 1) * x p q = f x := by
    rw [hf x]
    refine Finset.sum_comm.trans ?_
    refine Finset.sum_congr rfl fun p _ => Finset.sum_congr rfl fun q _ => ?_
    rw [hx.apply p q, mul_comm]
  simp only [Matrix.of_apply, add_mul, Finset.sum_add_distrib]
  rw [h1, h2, two_mul]

/-- For positive spring constants, a central-force network is rigid if and only if its bond
matrices `b bᵀ` span the space of symmetric matrices. -/
theorem isRigid_iff_span {k : ι → ℝ} (hk : ∀ i, 0 < k i) (b : ι → n → ℝ) :
    IsRigid k b ↔
      Submodule.span ℝ (Set.range fun i => vecMulVec (b i) (b i)) = symmetricStrains n := by
  rw [isRigid_iff_no_soft_strain hk]
  have hsym : ∀ i, (vecMulVec (b i) (b i)).IsSymm :=
    fun i => Matrix.IsSymm.ext fun p q => mul_comm (b i q) (b i p)
  set W := Submodule.span ℝ (Set.range fun i => vecMulVec (b i) (b i)) with hW
  constructor
  · intro h
    refine le_antisymm (Submodule.span_le.2 ?_) fun x hx => ?_
    · rintro _ ⟨i, rfl⟩
      exact hsym i
    · by_contra hxW
      -- separate `x` from the span by a linear functional
      have hq : W.mkQ x ≠ 0 := fun h0 => hxW ((Submodule.Quotient.mk_eq_zero W).1 h0)
      obtain ⟨φ, hφ⟩ : ∃ φ : Module.Dual ℝ (Matrix n n ℝ ⧸ W), φ (W.mkQ x) ≠ 0 := by
        by_contra hc
        exact hq ((Module.forall_dual_apply_eq_zero_iff ℝ _).1
          fun φ => not_not.1 fun hn => hc ⟨φ, hn⟩)
      obtain ⟨e, he, hex⟩ := exists_symm_representative (LinearMap.comp φ W.mkQ)
      -- the representing strain stretches no bond
      have he0 : e = 0 := h e he fun i => by
        have h1 := hex _ (hsym i)
        have h2 : W.mkQ (vecMulVec (b i) (b i)) = 0 :=
          (Submodule.Quotient.mk_eq_zero W).2 (Submodule.subset_span ⟨i, rfl⟩)
        rw [LinearMap.comp_apply, h2, map_zero, mul_zero] at h1
        exact (stretch_eq_sum e (b i)).trans h1
      have h3 := hex x hx
      rw [he0, LinearMap.comp_apply] at h3
      simp only [Matrix.zero_apply, zero_mul, Finset.sum_const_zero] at h3
      exact hφ (by linarith)
  · intro h e he h0
    -- a strain without stretch is orthogonal to the whole span, hence to itself
    have key : ∀ x ∈ W, ∑ p, ∑ q, e p q * x p q = 0 := by
      intro x hx
      rw [hW] at hx
      induction hx using Submodule.span_induction with
      | mem x hx =>
        obtain ⟨i, rfl⟩ := hx
        exact (stretch_eq_sum e (b i)).symm.trans (h0 i)
      | zero => simp
      | add x y _ _ hx hy =>
        simp only [Matrix.add_apply, mul_add, Finset.sum_add_distrib, hx, hy, add_zero]
      | smul c x _ hx =>
        have hc : ∑ p, ∑ q, e p q * (c • x) p q = c * ∑ p, ∑ q, e p q * x p q := by
          simp only [Finset.mul_sum, Matrix.smul_apply, smul_eq_mul]
          refine Finset.sum_congr rfl fun p _ => Finset.sum_congr rfl fun q _ => ?_
          ring
        rw [hc, hx, mul_zero]
    have hs := key e (by rw [h]; exact he)
    ext p q
    have h1 := (Finset.sum_eq_zero_iff_of_nonneg (fun p _ =>
      Finset.sum_nonneg fun q _ => mul_self_nonneg (e p q))).1 hs p (Finset.mem_univ p)
    have h2 := (Finset.sum_eq_zero_iff_of_nonneg (fun q _ =>
      mul_self_nonneg (e p q))).1 h1 q (Finset.mem_univ q)
    exact mul_self_eq_zero.1 h2

/-- A rigid network has at least `d (d + 1) / 2` bonds, where `d` is the number of Cartesian axes.
-/
theorem card_bonds_ge {k : ι → ℝ} {b : ι → n → ℝ} (h : IsRigid k b) :
    Fintype.card n * (Fintype.card n + 1) / 2 ≤ Fintype.card ι := by
  classical
  -- strain components, indexed by unordered pairs, are sent to the bond stretches
  let T : (Sym2 n → ℝ) →ₗ[ℝ] (ι → ℝ) :=
    { toFun := fun g i => ∑ p, ∑ q, g s(p, q) * (b i p * b i q)
      map_add' := fun g g' => by
        ext i
        simp only [Pi.add_apply, add_mul, Finset.sum_add_distrib]
      map_smul' := fun c g => by
        ext i
        simp only [Pi.smul_apply, smul_eq_mul, RingHom.id_apply, Finset.mul_sum, mul_assoc] }
  have hT : Function.Injective T := by
    refine (injective_iff_map_eq_zero T).2 fun g hg => ?_
    by_contra hne
    let e : Matrix n n ℝ := Matrix.of fun p q => g s(p, q)
    have he : e.IsSymm := Matrix.IsSymm.ext fun p q => congrArg g Sym2.eq_swap
    have hz : e ≠ 0 := fun h0 => hne (funext fun s => by
      induction s using Sym2.ind with
      | _ p q => exact congrFun (congrFun h0 p) q)
    refine (h e he hz).ne' (Finset.sum_eq_zero fun i _ => ?_)
    have hi : stretch e (b i) = 0 := (stretch_eq_sum e (b i)).trans (congrFun hg i)
    rw [hi]
    ring
  have hc := LinearMap.finrank_le_finrank_of_injective hT
  simp only [Module.finrank_fintype_fun_eq_card] at hc
  rw [Sym2.card, Nat.choose_two_right, Nat.add_sub_cancel, Nat.mul_comm] at hc
  exact hc

/-- The bond vector `u_i + u_j`, with `u_i` the unit vector along axis `i`, attached to an unordered
pair of Cartesian axes, where `i = j` is allowed. -/
def pairBond [DecidableEq n] (s : Sym2 n) : n → ℝ :=
  Sym2.lift ⟨fun i j => (Pi.single i 1 + Pi.single j 1 : n → ℝ), fun _ _ => add_comm _ _⟩ s

/-- The bonds `pairBond s` with positive spring constants form a rigid network, and the number of
their labels `s` is exactly `d (d + 1) / 2`, where `d` is the number of Cartesian axes. -/
theorem pairBond_isRigid [DecidableEq n] {k : Sym2 n → ℝ} (hk : ∀ s, 0 < k s) :
    IsRigid k (pairBond (n := n)) ∧
      Fintype.card (Sym2 n) = Fintype.card n * (Fintype.card n + 1) / 2 := by
  constructor
  · rw [isRigid_iff_no_soft_strain hk]
    intro e he h0
    have hs : ∀ i j, (Pi.single i 1 : n → ℝ) ⬝ᵥ e *ᵥ (Pi.single j 1 : n → ℝ) = e i j := by
      intro i j
      simp
    have hp : ∀ i j, e i i + 2 * e i j + e j j = 0 := by
      intro i j
      have h : (Pi.single i 1 + Pi.single j 1 : n → ℝ) ⬝ᵥ
          e *ᵥ (Pi.single i 1 + Pi.single j 1 : n → ℝ) = 0 := h0 s(i, j)
      simp only [mulVec_add, add_dotProduct, dotProduct_add, hs] at h
      have hij := he.apply i j
      linarith
    -- the pairs `i = j` remove the diagonal, the others the shears
    ext i j
    change e i j = 0
    linarith [hp i j, hp i i, hp j j]
  · rw [Sym2.card, Nat.choose_two_right, Nat.add_sub_cancel, Nat.mul_comm]

/-- With bonds along the Cartesian axes only, the shear in the plane of two different axes
costs no energy. -/
theorem axis_bonds_shear_energy [DecidableEq n] (k : n → ℝ) {i j : n} (hij : i ≠ j) :
    energy k (fun p => (Pi.single p 1 : n → ℝ))
      (Matrix.single i j 1 + Matrix.single j i 1) = 0 := by
  refine Finset.sum_eq_zero fun p _ => ?_
  have hs : ∀ e : Matrix n n ℝ, stretch e (Pi.single p 1) = e p p := by
    intro e
    simp [stretch]
  have h1 : ¬(i = p ∧ j = p) := fun h => hij (h.1.trans h.2.symm)
  have h2 : ¬(j = p ∧ i = p) := fun h => hij (h.2.trans h.1.symm)
  change k p * stretch _ (Pi.single p 1) ^ 2 = 0
  rw [hs, Matrix.add_apply, Matrix.single_apply, Matrix.single_apply, if_neg h1, if_neg h2]
  ring

end CentralForceRigidity
```

```lean
#print axioms CentralForceRigidity.isRigid_iff_no_soft_strain
-- 'CentralForceRigidity.isRigid_iff_no_soft_strain' depends on axioms: [propext, Classical.choice, Quot.sound]
#print axioms CentralForceRigidity.isRigid_iff_span
-- 'CentralForceRigidity.isRigid_iff_span' depends on axioms: [propext, Classical.choice, Quot.sound]
#print axioms CentralForceRigidity.pairBond_isRigid
-- 'CentralForceRigidity.pairBond_isRigid' depends on axioms: [propext, Classical.choice, Quot.sound]
#print axioms CentralForceRigidity.axis_bonds_shear_energy
-- 'CentralForceRigidity.axis_bonds_shear_energy' depends on axioms: [propext, Classical.choice, Quot.sound]
```

## Strained bonds and their energy

A crystal held together by central forces resists a deformation only if some bond changes its length. The question is which sets of bonds leave no homogeneous strain free of energy.

Let $d$ be the dimension of space. In the file, `n` is not this number but the finite set of Cartesian axes, so $d$ is `Fintype.card n`. The finite type `ι` labels the bonds; for a periodic crystal these are the bonds of one unit cell. Bond $i$ has the vector $b_i$ with components $b_{ip}$, and a strain is a real $d\times d$ matrix $e$. It moves the end of a bond $b$ by $e b$, relative to its start. Since

$$|b+t\,eb|^2=b\cdot b+2t\,(b\cdot eb)+t^2|eb|^2,$$

the squared length changes at $t=0$ at the rate $2\,b\cdot eb$. This is `hasDerivAt_sq_length`, and it justifies the name `stretch` for $s=b\cdot eb$. The change of length itself is $s/|b|$ to first order when $b\neq0$.

The definition `energy` is $E(e)=\sum_i k_i s_i^2$. An ordinary spring of stiffness $\kappa_i$ has energy $\tfrac12\kappa_i(s_i/|b_i|)^2$, so the file's "spring constant" is $k_i=\kappa_i/(2|b_i|^2)$. Its positivity says that the bond resists a change of length. The springs are at their rest length, so no tension enters the energy.

`IsRigid` asks for $E(e)>0$ for every nonzero symmetric $e$. The restriction to symmetric matrices removes infinitesimal rotations: an antisymmetric $e$ has $b\cdot eb=0$ for every $b$.

A real crystal can also have non-central forces and bonds under tension, which this model leaves out. Another simplification is the displacement rule. In a crystal with several atoms per cell, the atoms can also shift against each other under strain, which may lower the energy, even to zero.

## Spanning, counting and the smallest rigid network

`isRigid_iff_span` says that, if all $k_i>0$, the network is rigid if and only if the span of the matrices $B_i=b_ib_i^{\mathsf T}$, written `vecMulVec (b i) (b i)`, equals `symmetricStrains n`, the space of symmetric matrices.

`card_bonds_ge` says that a rigid network has at least $d(d+1)/2$ bonds. It needs no assumption on the signs of the $k_i$. `pairBond_isRigid` shows that the number is attained in every dimension, and `axis_bonds_shear_energy` shows that bonds along the axes alone leave each coordinate shear without energy.

For example, take a body-centred cubic crystal with central springs at rest length between nearest neighbours only. The count shows that, in this harmonic model, some nonzero homogeneous strain costs no energy: there are four bonds up to sign, and rigidity in three dimensions requires six.

## Soft strains as matrices orthogonal to the bond matrices

**Energy and stretches.** For $k_i>0$ every term $k_is_i^2$ is nonnegative, so $E(e)=0$ exactly when all $s_i=0$. The network is therefore rigid if and only if the only symmetric strain that stretches no bond is $e=0$.

**Stretch as a pairing.** Written in components,

$$s_i=\sum_{p,q}e_{pq}\,b_{ip}b_{iq}=\langle e,B_i\rangle,\qquad \langle e,x\rangle=\sum_{p,q}e_{pq}x_{pq}.$$

**Spanning implies rigidity.** Let $e$ be symmetric with all $s_i=0$. If the $B_i$ span the symmetric matrices, then $e=\sum_i c_iB_i$ for some numbers $c_i$, and

$$\sum_{p,q}e_{pq}^2=\langle e,e\rangle=\sum_i c_i\langle e,B_i\rangle=0.$$

Hence $e=0$.

**Rigidity implies spanning.** Each $B_i$ is symmetric, so their span $W$ lies in the symmetric matrices. Suppose that some symmetric $x$ is not in $W$. Then there is a linear functional $f$ that vanishes on $W$ and has $f(x)\neq0$. Let $f_{pq}$ be its value on the matrix with a single 1 at position $(p,q)$, so that $f(y)=\sum_{p,q}f_{pq}y_{pq}$, and set $e_{pq}=f_{pq}+f_{qp}$. This $e$ is symmetric, and for symmetric $y$

$$\langle e,y\rangle=\sum_{p,q}f_{pq}y_{pq}+\sum_{p,q}f_{qp}y_{qp}=2f(y).$$

With $y=B_i$ this gives $s_i=0$ for every bond. With $y=x$ it gives $\langle e,x\rangle\neq0$, so $e\neq0$. A nonzero strain stretches no bond, which contradicts rigidity.

**The count.** A symmetric matrix has $d$ diagonal and $d(d-1)/2$ independent off-diagonal entries, together $d(d+1)/2$. The map from these entries to the stretches is linear. In a rigid network it is injective, because a nonzero strain in its kernel would have zero energy. The number of stretches, which is the number of bonds, is then at least $d(d+1)/2$.

**A network that attains it.** Let $u_i$ be the unit vector along axis $i$; here $i$ and $j$ label axes. Take one bond $u_i+u_j$ for each unordered pair, with $i=j$ allowed. If no bond is stretched,

$$e_{ii}+2e_{ij}+e_{jj}=0\quad\text{for all } i,j.$$

The case $i=j$ reads $4e_{ii}=0$. The diagonal vanishes, and then so does every $e_{ij}$.

**Axis bonds.** The bond $u_p$ has stretch $e_{pp}$. A shear with $e_{ij}=e_{ji}=1$ for one pair $i\neq j$ and zeros elsewhere has no diagonal entries, so its energy is zero.

## The same steps in Lean

`isRigid_iff_no_soft_strain` is the first step; `Finset.sum_eq_zero_iff_of_nonneg` turns a vanishing sum of nonnegative terms into vanishing terms. `stretch_eq_sum` is the pairing formula, and `exists_symm_representative` builds the symmetrised $e$ with its factor 2.

In `isRigid_iff_span`, the separating functional comes from the quotient by $W$. The class of $x$ there is nonzero, so some functional `φ` does not vanish on it, and composing `φ` with the quotient map `W.mkQ` gives $f$. For the other direction, `key` shows by induction over the span that $e$ is orthogonal to all of $W$; applying it to $e$ itself gives the sum of squares.

In `card_bonds_ge`, the independent entries are functions on `Sym2 n`, the unordered pairs of axes with repetition allowed. The map `T` sends them to the stretches, `hT` proves it injective, and a comparison of dimensions gives the bound. `pairBond_isRigid` obtains the relation above as `hp` and solves it with `linarith`.

## Opposite neighbours and missing springs

A neighbour list that records each pair from both ends contains both $b$ and $-b$, and it is easy to count them as two bonds when applying the bound. They have the same matrix $bb^{\mathsf T}$ and together add at most one dimension to the span. The eight nearest neighbours in a body-centred cubic crystal seem to pass the threshold of six, but they supply only four matrices. Even with opposite bonds counted once, reaching the threshold is necessary and not sufficient; the span decides.

For the equivalence, nonnegative spring constants are not enough. In one dimension, take a single bond $b=1$ with $k=0$. Its matrix $(1)$ spans the symmetric $1\times1$ matrices, yet every strain has zero energy.
